# The Kondo coupling bounds the singlet binding in a two-site Anderson model

If the second-order Kondo coupling J is taken as the singlet–triplet splitting of an impurity with one bath orbital, the second-order formula alone does not say whether the estimate is too large or too small at a given hybridisation. The Lean file below shows that it is too large whenever the hybridisation is nonzero and both doubly occupied states lie above the singly occupied ones, and bounds the excess.

```lean
import Mathlib

open Matrix

namespace TwoSiteAnderson

noncomputable section

/-- The two-electron, zero-magnetisation Hamiltonian of an impurity orbital d (level `e`, repulsion
`U`) hybridised by `V` with a bath orbital c at energy zero, in the basis
d↑c↓, d↓c↑, d↑d↓, c↑c↓. -/
def sectorHamiltonian (e U V : ℝ) : Matrix (Fin 4) (Fin 4) ℝ :=
  !![e, 0, V, V; 0, e, -V, -V; V, -V, 2 * e + U, 0; V, -V, 0, 0]

/-- The singlet block: one electron on each site, doubly occupied impurity, doubly occupied bath. -/
def singletBlock (e U V : ℝ) : Matrix (Fin 3) (Fin 3) ℝ :=
  !![e, √2 * V, √2 * V; √2 * V, 2 * e + U, 0; √2 * V, 0, 0]

/-- The two-electron state with given singlet amplitudes, scaled by an overall factor `√2`. -/
def singletVector (x : Fin 3 → ℝ) : Fin 4 → ℝ :=
  ![x 0, -x 0, √2 * x 1, √2 * x 2]

/-- The energy levels of a real Hamiltonian matrix: numbers with a nonzero eigenvector. -/
def energyLevels {n : ℕ} (A : Matrix (Fin n) (Fin n) ℝ) : Set ℝ :=
  {E | ∃ v : Fin n → ℝ, v ≠ 0 ∧ A *ᵥ v = E • v}

/-- The Kondo exchange coupling of the impurity spin to the bath spin. -/
def kondoCoupling (e U V : ℝ) : ℝ := 2 * V ^ 2 * (1 / (-e) + 1 / (e + U))

/-- The action of the sector Hamiltonian, amplitude by amplitude. -/
theorem sector_mulVec (e U V : ℝ) (y : Fin 4 → ℝ) :
    sectorHamiltonian e U V *ᵥ y =
      ![e * y 0 + V * y 2 + V * y 3, e * y 1 - V * y 2 - V * y 3,
        V * y 0 - V * y 1 + (2 * e + U) * y 2, V * y 0 - V * y 1] := by
  ext i
  fin_cases i <;>
    simp [sectorHamiltonian, Matrix.mulVec, dotProduct, Fin.sum_univ_four] <;> ring

/-- The action of the singlet block, amplitude by amplitude. -/
theorem singlet_mulVec (e U V : ℝ) (x : Fin 3 → ℝ) :
    singletBlock e U V *ᵥ x =
      ![e * x 0 + √2 * V * x 1 + √2 * V * x 2,
        √2 * V * x 0 + (2 * e + U) * x 1, √2 * V * x 0] := by
  ext i
  fin_cases i <;>
    simp [singletBlock, Matrix.mulVec, dotProduct, Fin.sum_univ_three]

/-- The triplet combination d↑c↓ + d↓c↑ is an eigenvector with energy `e`. -/
theorem triplet_energy (e U V : ℝ) :
    sectorHamiltonian e U V *ᵥ ![1, 1, 0, 0] = e • ![1, 1, 0, 0] := by
  rw [sector_mulVec]
  ext i
  fin_cases i <;> simp

/-- On singlet states the sector Hamiltonian acts as the singlet block. -/
theorem sector_on_singlets (e U V : ℝ) (x : Fin 3 → ℝ) :
    sectorHamiltonian e U V *ᵥ singletVector x =
      singletVector (singletBlock e U V *ᵥ x) := by
  have hr : √2 * √2 = (2 : ℝ) := Real.mul_self_sqrt (by norm_num)
  rw [sector_mulVec, singlet_mulVec]
  ext i
  fin_cases i
  · change e * x 0 + V * (√2 * x 1) + V * (√2 * x 2) =
      e * x 0 + √2 * V * x 1 + √2 * V * x 2
    ring
  · change e * (-x 0) - V * (√2 * x 1) - V * (√2 * x 2) =
      -(e * x 0 + √2 * V * x 1 + √2 * V * x 2)
    ring
  · change V * x 0 - V * (-x 0) + (2 * e + U) * (√2 * x 1) =
      √2 * (√2 * V * x 0 + (2 * e + U) * x 1)
    linear_combination (-(V * x 0)) * hr
  · change V * x 0 - V * (-x 0) = √2 * (√2 * V * x 0)
    linear_combination (-(V * x 0)) * hr

/-- For `e < 0 < e + U` and `V ≠ 0` the secular equation
`g = 2V²(1/(g - e) + 1/(e + U + g))` has a positive solution `g`. -/
theorem exists_binding {e U V : ℝ} (he : e < 0) (hU : 0 < e + U) (hV : V ≠ 0) :
    ∃ g : ℝ, 0 < g ∧ g = 2 * V ^ 2 * (1 / (g - e) + 1 / (e + U + g)) := by
  obtain ⟨a, ha⟩ : ∃ a, a = -e := ⟨_, rfl⟩
  obtain ⟨b, hb⟩ : ∃ b, b = e + U := ⟨_, rfl⟩
  have ha0 : 0 < a := by linarith
  have hb0 : 0 < b := by linarith
  have hV2 : 0 < 2 * V ^ 2 := by positivity
  obtain ⟨p, hp0, hp⟩ : ∃ p, 0 < p ∧ p * a = 2 * V ^ 2 :=
    ⟨2 * V ^ 2 / a, div_pos hV2 ha0, div_mul_cancel₀ _ ha0.ne'⟩
  obtain ⟨q, hq0, hq⟩ : ∃ q, 0 < q ∧ q * b = 2 * V ^ 2 :=
    ⟨2 * V ^ 2 / b, div_pos hV2 hb0, div_mul_cancel₀ _ hb0.ne'⟩
  -- The secular polynomial is negative at 0 and nonnegative at p + q.
  have h0 : 0 * (0 + a) * (0 + b) - 2 * V ^ 2 * (2 * 0 + a + b) < 0 := by
    have := mul_pos hV2 (add_pos ha0 hb0)
    linarith
  have h1 : 0 ≤ (p + q) * (p + q + a) * (p + q + b)
      - 2 * V ^ 2 * (2 * (p + q) + a + b) := by
    have h : (p + q) * (p + q + a) * (p + q + b) - 2 * V ^ 2 * (2 * (p + q) + a + b)
        = (p + q) ^ 3 + (p + q) * q * a + (p + q) * p * b := by
      linear_combination (p + q + b) * hp + (p + q + a) * hq
    rw [h]
    positivity
  have hc : ContinuousOn
      (fun g : ℝ => g * (g + a) * (g + b) - 2 * V ^ 2 * (2 * g + a + b))
      (Set.Icc 0 (p + q)) := by fun_prop
  obtain ⟨g, ⟨hg0, _⟩, hg⟩ :=
    intermediate_value_Icc (add_pos hp0 hq0).le hc ⟨h0.le, h1⟩
  have hg' : g * (g + a) * (g + b) - 2 * V ^ 2 * (2 * g + a + b) = 0 := hg
  have hgpos : 0 < g := by
    rcases hg0.eq_or_lt with h | h
    · rw [← h] at hg'
      linarith
    · exact h
  refine ⟨g, hgpos, ?_⟩
  have hC : 0 < g - e := by linarith
  have hD : 0 < e + U + g := by linarith
  rw [div_add_div _ _ hC.ne' hD.ne', ← mul_div_assoc, eq_div_iff (mul_pos hC hD).ne']
  subst ha hb
  linear_combination hg'

/-- For `e < 0 < e + U` and `V ≠ 0`, a positive solution `g` of the secular equation lies below the Kondo coupling, and above the
Kondo coupling divided by `1 + 2V²(1/e² + 1/(e+U)²)`. -/
theorem binding_bounds {e U V g : ℝ} (he : e < 0) (hU : 0 < e + U) (hV : V ≠ 0) (hg : 0 < g)
    (hs : g = 2 * V ^ 2 * (1 / (g - e) + 1 / (e + U + g))) :
    g < kondoCoupling e U V ∧
      kondoCoupling e U V < g * (1 + 2 * V ^ 2 * (1 / e ^ 2 + 1 / (e + U) ^ 2)) := by
  have hV2 : 0 < 2 * V ^ 2 := by positivity
  have he' : 0 < -e := by linarith
  unfold kondoCoupling
  constructor
  · have k1 : 1 / (g - e) < 1 / (-e) := one_div_lt_one_div_of_lt he' (by linarith)
    have k2 : 1 / (e + U + g) < 1 / (e + U) := one_div_lt_one_div_of_lt hU (by linarith)
    have m := mul_lt_mul_of_pos_left (add_lt_add k1 k2) hV2
    linarith
  · -- Each virtual process is weakened by less than its first-order correction in g.
    have aux : ∀ a : ℝ, 0 < a → 1 / a < 1 / (a + g) + g / a ^ 2 := by
      intro a ha
      have hag : 0 < a + g := by linarith
      have h : 1 / (a + g) + g / a ^ 2 - 1 / a = g ^ 2 / (a ^ 2 * (a + g)) := by
        have := ha.ne'
        have := hag.ne'
        field_simp
        ring
      have h' : 0 < g ^ 2 / (a ^ 2 * (a + g)) := by positivity
      linarith
    have k1 := aux (-e) he'
    rw [neg_sq, neg_add_eq_sub] at k1
    have m := mul_lt_mul_of_pos_left (add_lt_add k1 (aux (e + U) hU)) hV2
    refine m.trans_eq ?_
    linear_combination -hs

/-- If `e < 0 < e + U` and `g > 0` solves the secular equation, every real state of the sector has energy expectation at
least `e - g` times its squared norm. -/
theorem variational_bound {e U V g : ℝ} (he : e < 0) (hU : 0 < e + U) (hg : 0 < g)
    (hs : g = 2 * V ^ 2 * (1 / (g - e) + 1 / (e + U + g))) (y : Fin 4 → ℝ) :
    (e - g) * (y ⬝ᵥ y) ≤ y ⬝ᵥ (sectorHamiltonian e U V *ᵥ y) := by
  have hC : 0 < g - e := by linarith
  have hD : 0 < e + U + g := by linarith
  have hP : (g - e) * (1 / (g - e)) = 1 := mul_one_div_cancel hC.ne'
  have hQ : (e + U + g) * (1 / (e + U + g)) = 1 := mul_one_div_cancel hD.ne'
  generalize 1 / (g - e) = P at hs hP
  generalize 1 / (e + U + g) = Q at hs hQ
  have hn : y ⬝ᵥ y = y 0 * y 0 + y 1 * y 1 + y 2 * y 2 + y 3 * y 3 := by
    simp only [dotProduct, Fin.sum_univ_four]
  have hH : y ⬝ᵥ (sectorHamiltonian e U V *ᵥ y) =
      y 0 * (e * y 0 + V * y 2 + V * y 3) + y 1 * (e * y 1 - V * y 2 - V * y 3)
      + y 2 * (V * y 0 - V * y 1 + (2 * e + U) * y 2) + y 3 * (V * y 0 - V * y 1) := by
    rw [sector_mulVec]
    simp [dotProduct, Fin.sum_univ_four]
  -- Complete the squares in the two doubly occupied amplitudes.
  have key : y ⬝ᵥ (sectorHamiltonian e U V *ᵥ y) - (e - g) * (y ⬝ᵥ y) =
      g / 2 * (y 0 + y 1) ^ 2 + (e + U + g) * (y 2 + V * (y 0 - y 1) * Q) ^ 2
      + (g - e) * (y 3 + V * (y 0 - y 1) * P) ^ 2 := by
    rw [hH, hn]
    linear_combination (y 0 - y 1) ^ 2 / 2 * hs
      - (2 * V * (y 0 - y 1) * y 2 + V ^ 2 * (y 0 - y 1) ^ 2 * Q) * hQ
      - (2 * V * (y 0 - y 1) * y 3 + V ^ 2 * (y 0 - y 1) ^ 2 * P) * hP
  have : 0 ≤ y ⬝ᵥ (sectorHamiltonian e U V *ᵥ y) - (e - g) * (y ⬝ᵥ y) := by
    rw [key]
    positivity
  linarith

/-- Every energy level of the singlet block is a level of the full sector. -/
theorem singlet_levels_subset (e U V : ℝ) :
    energyLevels (singletBlock e U V) ⊆ energyLevels (sectorHamiltonian e U V) := by
  rintro E ⟨v, hv, hE⟩
  have hr : √2 ≠ (0 : ℝ) := (Real.sqrt_pos.mpr (by norm_num)).ne'
  refine ⟨singletVector v, fun h => hv ?_, ?_⟩
  · have h0 : v 0 = 0 := congrFun h 0
    have h1 : √2 * v 1 = 0 := congrFun h 2
    have h2 : √2 * v 2 = 0 := congrFun h 3
    ext i
    fin_cases i
    · exact h0
    · exact (mul_eq_zero.mp h1).resolve_left hr
    · exact (mul_eq_zero.mp h2).resolve_left hr
  · rw [sector_on_singlets, hE]
    ext i
    fin_cases i <;> simp [singletVector] <;> ring

/-- For `e < 0 < e + U` and `V ≠ 0` the lowest level of the singlet block, and of the whole sector,
is `e - g`, where `0 < g < J` with `J` the Kondo coupling, and `J` is less than
`g (1 + 2V²(1/e² + 1/(e+U)²))`. -/
theorem singlet_binding {e U V : ℝ} (he : e < 0) (hU : 0 < e + U) (hV : V ≠ 0) :
    ∃ g : ℝ, 0 < g ∧ g < kondoCoupling e U V ∧
      kondoCoupling e U V < g * (1 + 2 * V ^ 2 * (1 / e ^ 2 + 1 / (e + U) ^ 2)) ∧
      IsLeast (energyLevels (singletBlock e U V)) (e - g) ∧
      IsLeast (energyLevels (sectorHamiltonian e U V)) (e - g) := by
  obtain ⟨g, hg, hs⟩ := exists_binding he hU hV
  obtain ⟨hup, hlow⟩ := binding_bounds he hU hV hg hs
  -- No level of the sector lies below e - g.
  have hmin : ∀ E ∈ energyLevels (sectorHamiltonian e U V), e - g ≤ E := by
    rintro E ⟨v, hv, hE⟩
    have h := variational_bound he hU hg hs v
    rw [hE, dotProduct_smul, smul_eq_mul] at h
    have hnn : 0 ≤ v ⬝ᵥ v := Finset.sum_nonneg fun i _ => mul_self_nonneg (v i)
    have hne : v ⬝ᵥ v ≠ 0 := fun h0 => hv (dotProduct_self_eq_zero.mp h0)
    exact le_of_mul_le_mul_right h (lt_of_le_of_ne hnn hne.symm)
  -- An explicit singlet eigenvector attains e - g.
  have hmem : e - g ∈ energyLevels (singletBlock e U V) := by
    have hC : g - e ≠ 0 := by linarith
    have hD : e + U + g ≠ 0 := by linarith
    have hP : (g - e) * (1 / (g - e)) = 1 := mul_one_div_cancel hC
    have hQ : (e + U + g) * (1 / (e + U + g)) = 1 := mul_one_div_cancel hD
    generalize 1 / (g - e) = P at hs hP
    generalize 1 / (e + U + g) = Q at hs hQ
    have hr : √2 * √2 = (2 : ℝ) := Real.mul_self_sqrt (by norm_num)
    refine ⟨![1, -(√2 * V * Q), -(√2 * V * P)], fun h => ?_, ?_⟩
    · have h0 : (1 : ℝ) = 0 := congrFun h 0
      exact one_ne_zero h0
    · rw [singlet_mulVec]
      ext i
      fin_cases i
      · change e * 1 + √2 * V * (-(√2 * V * Q)) + √2 * V * (-(√2 * V * P)) = (e - g) * 1
        linear_combination hs - V ^ 2 * (P + Q) * hr
      · change √2 * V * 1 + (2 * e + U) * (-(√2 * V * Q)) = (e - g) * (-(√2 * V * Q))
        linear_combination (-(√2 * V)) * hQ
      · change √2 * V * 1 = (e - g) * (-(√2 * V * P))
        linear_combination (-(√2 * V)) * hP
  have hsub := singlet_levels_subset e U V
  exact ⟨g, hg, hup, hlow, ⟨hmem, fun E hE => hmin E (hsub hE)⟩, ⟨hsub hmem, hmin⟩⟩

end

end TwoSiteAnderson
```

```lean
#print axioms TwoSiteAnderson.triplet_energy
#print axioms TwoSiteAnderson.singlet_binding
```

```
'TwoSiteAnderson.triplet_energy' depends on axioms: [propext, Classical.choice, Quot.sound]
'TwoSiteAnderson.singlet_binding' depends on axioms: [propext, Classical.choice, Quot.sound]
```

## What the theorem says

Let e be the energy of the impurity orbital d, U the repulsion between two electrons on it, and V its hybridisation with a bath orbital c at energy zero. With the exchange between the two spins written as J S_d·S_c, whose singlet–triplet splitting is J, the Kondo coupling, `kondoCoupling`, is

J = 2V² (1/(−e) + 1/(e+U)).

The theorem `singlet_binding` assumes e < 0 < e+U and V ≠ 0. It gives a number g with

0 < g < J < g (1 + 2V² (1/e² + 1/(e+U)²))

such that e − g is the lowest energy level of the singlet block and also of the full sector of two electrons with S_z = 0. At fixed e and U, the ratio J/g therefore tends to 1 as V → 0.

In Lean, `energyLevels` is the set of real numbers that have a nonzero real eigenvector. `IsLeast` says that e − g belongs to this set and that no member lies below it.

## The physics in the matrices

The rows of `sectorHamiltonian`, numbered from 0, belong to d↑c↓, d↓c↑, d↑d↓ and c↑c↓, with creation operators in the order written. Moving an electron out of d↓c↑ produces a doubly occupied state in the opposite order, hence the entries −V.

The sum d↑c↓ + d↓c↑ is the triplet. Its two hopping amplitudes cancel, so its energy is exactly e, as `triplet_energy` proves. Thus g is the distance of the lowest singlet below the triplet.

The normalised singlet (d↑c↓ − d↓c↑)/√2 couples to each doubly occupied state with strength √2 V. This gives `singletBlock`, with diagonal (e, 2e+U, 0). The map `singletVector` carries singlet amplitudes x₀, x₁, x₂ to the sector with an overall factor √2, so it doubles the squared norm; eigenvalues are unaffected.

The matrices are entered directly, not derived from fermion operators in Lean. With a single bath orbital there is no conduction band, so the result concerns local exchange and not a Kondo temperature. For this small model, it tells a user of the second-order coupling the sign of its error and a limit on its size.

## Why it is true

**The secular equation.** Put E = e − g in the eigenvalue equations of the block. The last two rows give

x₁ = −√2 V x₀/(e+U+g), x₂ = −√2 V x₀/(g−e),

and the first row then becomes

g = 2V² (1/(g−e) + 1/(e+U+g)).

To find a positive solution, write a = −e and b = e+U, both positive, and clear denominators:

f(g) = g(g+a)(g+b) − 2V²(2g+a+b) = 0.

At zero, f(0) = −2V²(a+b) < 0. With p = 2V²/a and q = 2V²/b, we have p+q = J and

f(J) = J³ + J(qa + pb) > 0.

Continuity gives a root between 0 and J. This is `exists_binding`, where `intermediate_value_Icc` supplies the root.

**The bounds.** Since g > 0, adding g to a denominator makes each fraction smaller. Comparing the secular equation with J gives g < J. In the other direction,

1/a − 1/(a+g) = g/(a(a+g)) < g/a²,

and likewise for b. Adding the two inequalities and multiplying by 2V² gives

J − g < 2V² g (1/a² + 1/b²),

which is the second bound. In `binding_bounds`, the step `aux` is this inequality for a single denominator.

**Nothing lies lower.** Let y₀, …, y₃ be real amplitudes in the sector, H its Hamiltonian, and set P = 1/(g−e), Q = 1/(e+U+g) and δ = y₀ − y₁. Expanding the energy expectation gives

y·Hy − (e−g) y·y = (g/2)(y₀+y₁)² + (g/2)δ² + 2Vδ(y₂+y₃) + (e+U+g)y₂² + (g−e)y₃².

Completing the squares in y₂ and y₃ leaves δ²(g/2 − V²(P+Q)), which vanishes by the secular equation. Hence

y·Hy − (e−g) y·y = (g/2)(y₀+y₁)² + (e+U+g)(y₂+VδQ)² + (g−e)(y₃+VδP)² ≥ 0.

This is `key` in `variational_bound`, checked there by `linear_combination`. For an eigenvector with energy E, the left side is (E−e+g) y·y. Dividing by the positive y·y gives E ≥ e − g.

**The level is attained.** The block has the eigenvector (1, −√2VQ, −√2VP) with energy e − g, checked row by row in `singlet_binding`. The lemmas `sector_mulVec` and `singlet_mulVec` write out the two matrix actions, and `sector_on_singlets` shows that they agree on singlets. Since `singletVector` sends nonzero vectors to nonzero vectors, `singlet_levels_subset` makes every block level a sector level. The one lower bound therefore serves both matrices.

## A numerical instance

Take e = −3, U = 6, V = 1. Both denominators in the secular equation are g+3, so g(g+3) = 4 and g = 1. The lowest level is −4, while

J = 2(1/3 + 1/3) = 4/3,

and the upper limit on J is 1 + 2(1/9 + 1/9) = 13/9. The normalised eigenvector is (2/√5)(1, −√2/4, −√2/4), with weight 4/5 on the singly occupied singlet.

## The Hubbard dimer

In the model above, a = −e and b = e+U are the diagonal energies of c↑c↓ and d↑d↓ measured from the triplet energy e. The argument by hand carries over to any matrix of the same form, with a and b read as these two gaps, and needs only a > 0 and b > 0. Setting e = 0 and giving the second orbital the same repulsion U > 0 makes a = b = U, with the triplet at zero. For V ≠ 0 the lowest singlet then lies at −g, where g > 0 and

g(g+U) = 4V², g < 4V²/U.

So the familiar exchange 4V²/U overestimates the singlet–triplet gap of the two-site Hubbard model at half filling.
